# N-spin coherent states with unit Bloch vectors n and n' have squared overlap ((1 + n·n')/2)^N

Prepare N spins ½ so that they all point along one direction n, and then test whether they all point along another direction n'. For pure single-spin states the probability of passing is ((1 + n·n')/2)^N, and the file below proves this as a statement about the squared inner product of two coherent vectors.

```lean
import Mathlib

open Matrix Filter Topology

namespace SpinCoherentOverlap

noncomputable section

/-- The three Pauli matrices, in the order x, y, z. -/
def pauli : Fin 3 → Matrix (Fin 2) (Fin 2) ℂ :=
  ![!![0, 1; 1, 0], !![0, -Complex.I; Complex.I, 0], !![1, 0; 0, -1]]

/-- The Bloch vector of a spinor `u`, with components `Re ⟨u|σ_a|u⟩` for the three Pauli matrices
`σ_a`. There is no division by the squared norm of `u`, so these are the expectation values when `u`
is a unit spinor. -/
def blochVector (u : Fin 2 → ℂ) : Fin 3 → ℝ :=
  fun a => (star u ⬝ᵥ (pauli a *ᵥ u)).re

/-- The `N`-spin coherent vector of a spinor `u`, with components
`√(N choose k) u₀^(N-k) u₁^k` for `k = 0, ..., N`. -/
def coherentState (N : ℕ) (u : Fin 2 → ℂ) : Fin (N + 1) → ℂ :=
  fun k => ((Real.sqrt (N.choose k : ℝ) : ℝ) : ℂ) * u 0 ^ (N - (k : ℕ)) * u 1 ^ (k : ℕ)

/-- The components of the Bloch vector in terms of the two spinor amplitudes. -/
theorem blochVector_components (u : Fin 2 → ℂ) :
    blochVector u 0 = 2 * (star (u 0) * u 1).re ∧
    blochVector u 1 = 2 * (star (u 0) * u 1).im ∧
    blochVector u 2 = ‖u 0‖ ^ 2 - ‖u 1‖ ^ 2 := by
  refine ⟨?_, ?_, ?_⟩ <;>
    simp [blochVector, pauli, Matrix.mulVec, dotProduct, Fin.sum_univ_two,
      Complex.sq_norm, Complex.normSq_apply] <;> ring

/-- The Bloch vector of a unit spinor has unit length. -/
theorem blochVector_unit (u : Fin 2 → ℂ) (hu : ‖u 0‖ ^ 2 + ‖u 1‖ ^ 2 = 1) :
    blochVector u ⬝ᵥ blochVector u = 1 := by
  obtain ⟨hx, hy, hz⟩ := blochVector_components u
  -- the squared length is the square of the squared norm of the spinor
  have h : blochVector u ⬝ᵥ blochVector u = (‖u 0‖ ^ 2 + ‖u 1‖ ^ 2) ^ 2 := by
    simp only [dotProduct, Fin.sum_univ_three, hx, hy, hz, Complex.star_def,
      Complex.sq_norm, Complex.normSq_apply, Complex.mul_re, Complex.mul_im,
      Complex.conj_re, Complex.conj_im]
    ring
  rw [h, hu, one_pow]

/-- The inner product of two `N`-spin coherent vectors is the `N`-th power of the inner
product of the underlying spinors. -/
theorem coherentState_inner (N : ℕ) (u v : Fin 2 → ℂ) :
    star (coherentState N u) ⬝ᵥ coherentState N v = (star u ⬝ᵥ v) ^ N := by
  have h : star u ⬝ᵥ v = star (u 1) * v 1 + star (u 0) * v 0 := by
    simp [dotProduct, Fin.sum_univ_two, add_comm]
  -- expand the right-hand side by the binomial theorem and compare term by term
  rw [h, add_pow, ← Fin.sum_univ_eq_sum_range (fun k =>
    (star (u 1) * v 1) ^ k * (star (u 0) * v 0) ^ (N - k) * (N.choose k : ℂ))]
  unfold dotProduct
  refine Finset.sum_congr rfl fun k _ => ?_
  have hs : ((Real.sqrt (N.choose k : ℝ) : ℝ) : ℂ) * ((Real.sqrt (N.choose k : ℝ) : ℝ) : ℂ)
      = (N.choose k : ℂ) := by
    rw [← Complex.ofReal_mul, Real.mul_self_sqrt (Nat.cast_nonneg _), Complex.ofReal_natCast]
  simp only [Pi.star_apply, coherentState, Complex.star_def, map_mul, map_pow,
    Complex.conj_ofReal, mul_pow]
  rw [← hs]
  ring

/-- For two arbitrary spinors, the squared modulus of the inner product is half the sum of
the product of their squared norms and the scalar product of their Bloch vectors. -/
theorem spinor_overlap (u v : Fin 2 → ℂ) :
    ‖star u ⬝ᵥ v‖ ^ 2 =
      ((‖u 0‖ ^ 2 + ‖u 1‖ ^ 2) * (‖v 0‖ ^ 2 + ‖v 1‖ ^ 2)
        + blochVector u ⬝ᵥ blochVector v) / 2 := by
  obtain ⟨hx, hy, hz⟩ := blochVector_components u
  obtain ⟨kx, ky, kz⟩ := blochVector_components v
  simp only [dotProduct, Fin.sum_univ_two, Fin.sum_univ_three, hx, hy, hz, kx, ky, kz,
    Pi.star_apply, Complex.star_def, Complex.sq_norm, Complex.normSq_apply,
    Complex.add_re, Complex.add_im, Complex.mul_re, Complex.mul_im,
    Complex.conj_re, Complex.conj_im]
  ring

/-- For unit spinors with Bloch vectors `n` and `n'`, the squared modulus of the inner product
of the `N`-spin coherent vectors is `((1 + n·n')/2)^N`. -/
theorem coherentState_overlap (N : ℕ) (u v : Fin 2 → ℂ)
    (hu : ‖u 0‖ ^ 2 + ‖u 1‖ ^ 2 = 1) (hv : ‖v 0‖ ^ 2 + ‖v 1‖ ^ 2 = 1) :
    ‖star (coherentState N u) ⬝ᵥ coherentState N v‖ ^ 2 =
      ((1 + blochVector u ⬝ᵥ blochVector v) / 2) ^ N := by
  rw [coherentState_inner, norm_pow, pow_right_comm, spinor_overlap, hu, hv, one_mul]

/-- Two unit vectors with three real components have scalar product one exactly when they are equal.
-/
theorem unit_dot_eq_one_iff (a b : Fin 3 → ℝ) (ha : a ⬝ᵥ a = 1) (hb : b ⬝ᵥ b = 1) :
    a ⬝ᵥ b = 1 ↔ a = b := by
  have h : (a - b) ⬝ᵥ (a - b) = 2 - 2 * (a ⬝ᵥ b) := by
    rw [sub_dotProduct, dotProduct_sub, dotProduct_sub, ha, hb, dotProduct_comm b a]
    ring
  constructor
  · intro hd
    have h0 : (a - b) ⬝ᵥ (a - b) = 0 := by rw [h, hd]; norm_num
    exact sub_eq_zero.mp (dotProduct_self_eq_zero.mp h0)
  · rintro rfl
    exact ha

/-- For at least one spin, the coherent vectors of two unit spinors are orthogonal exactly
when the Bloch vectors are antipodal. -/
theorem coherentState_orthogonal_iff (N : ℕ) (hN : N ≠ 0) (u v : Fin 2 → ℂ)
    (hu : ‖u 0‖ ^ 2 + ‖u 1‖ ^ 2 = 1) (hv : ‖v 0‖ ^ 2 + ‖v 1‖ ^ 2 = 1) :
    star (coherentState N u) ⬝ᵥ coherentState N v = 0 ↔ blochVector v = -blochVector u := by
  have m := coherentState_overlap N u v hu hv
  have hneg : (-blochVector u) ⬝ᵥ (-blochVector u) = 1 := by
    rw [neg_dotProduct, dotProduct_neg, neg_neg, blochVector_unit u hu]
  rw [← unit_dot_eq_one_iff _ _ (blochVector_unit v hv) hneg, dotProduct_neg,
    dotProduct_comm (blochVector v)]
  constructor
  · intro h0
    rw [h0, norm_zero, zero_pow two_ne_zero] at m
    have hb := (pow_eq_zero_iff hN).mp m.symm
    linarith
  · intro hd
    have hb : (1 + blochVector u ⬝ᵥ blochVector v) / 2 = 0 := by linarith
    rw [hb, zero_pow hN] at m
    exact norm_eq_zero.mp ((pow_eq_zero_iff two_ne_zero).mp m)

/-- For at least one spin, the squared overlap of the coherent vectors of two unit spinors is
one exactly when the Bloch vectors coincide. -/
theorem coherentState_overlap_eq_one_iff (N : ℕ) (hN : N ≠ 0) (u v : Fin 2 → ℂ)
    (hu : ‖u 0‖ ^ 2 + ‖u 1‖ ^ 2 = 1) (hv : ‖v 0‖ ^ 2 + ‖v 1‖ ^ 2 = 1) :
    ‖star (coherentState N u) ⬝ᵥ coherentState N v‖ ^ 2 = 1 ↔
      blochVector u = blochVector v := by
  -- the base of the power is itself a squared modulus
  have hb : 0 ≤ (1 + blochVector u ⬝ᵥ blochVector v) / 2 := by
    have h := spinor_overlap u v
    rw [hu, hv, one_mul] at h
    rw [← h]
    positivity
  rw [coherentState_overlap N u v hu hv, pow_eq_one_iff_of_nonneg hb hN,
    ← unit_dot_eq_one_iff _ _ (blochVector_unit u hu) (blochVector_unit v hv)]
  constructor <;> intro h <;> linarith

/-- For two unit spinors with different Bloch vectors, the squared overlap of the `N`-spin
coherent vectors tends to zero as `N` grows. -/
theorem coherentState_overlap_tendsto_zero (u v : Fin 2 → ℂ)
    (hu : ‖u 0‖ ^ 2 + ‖u 1‖ ^ 2 = 1) (hv : ‖v 0‖ ^ 2 + ‖v 1‖ ^ 2 = 1)
    (hne : blochVector u ≠ blochVector v) :
    Tendsto (fun N : ℕ => ‖star (coherentState N u) ⬝ᵥ coherentState N v‖ ^ 2)
      atTop (𝓝 0) := by
  have hu1 := blochVector_unit u hu
  have hv1 := blochVector_unit v hv
  have hd : blochVector u ⬝ᵥ blochVector v ≠ 1 :=
    fun h => hne ((unit_dot_eq_one_iff _ _ hu1 hv1).mp h)
  have hle : blochVector u ⬝ᵥ blochVector v ≤ 1 := by
    simp only [dotProduct, Fin.sum_univ_three] at hu1 hv1 ⊢
    nlinarith [sq_nonneg (blochVector u 0 - blochVector v 0),
      sq_nonneg (blochVector u 1 - blochVector v 1),
      sq_nonneg (blochVector u 2 - blochVector v 2)]
  have hlt := lt_of_le_of_ne hle hd
  have hb : 0 ≤ (1 + blochVector u ⬝ᵥ blochVector v) / 2 := by
    have h := spinor_overlap u v
    rw [hu, hv, one_mul] at h
    rw [← h]
    positivity
  -- a geometric sequence with ratio below one
  simp only [coherentState_overlap _ u v hu hv]
  exact tendsto_pow_atTop_nhds_zero_of_lt_one hb (by linarith)

end

end SpinCoherentOverlap
```

```lean
#print axioms SpinCoherentOverlap.coherentState_orthogonal_iff
-- 'SpinCoherentOverlap.coherentState_orthogonal_iff' depends on axioms: [propext, Classical.choice, Quot.sound]
#print axioms SpinCoherentOverlap.coherentState_overlap_eq_one_iff
-- 'SpinCoherentOverlap.coherentState_overlap_eq_one_iff' depends on axioms: [propext, Classical.choice, Quot.sound]
#print axioms SpinCoherentOverlap.coherentState_overlap_tendsto_zero
-- 'SpinCoherentOverlap.coherentState_overlap_tendsto_zero' depends on axioms: [propext, Classical.choice, Quot.sound]
```

## Spinors, Bloch vectors and the N + 1 amplitudes

The state of one spin is a spinor u with two complex amplitudes, u₀ for spin up along z and u₁ for spin down. In Lean it is a function `u : Fin 2 → ℂ`. The inner product of two spinors is

⟨u|v⟩ = ū₀v₀ + ū₁v₁,

where the bar denotes complex conjugation. The file writes it as `star u ⬝ᵥ v`. The operation `⬝ᵥ` only multiplies and adds, so the `star` supplies the conjugation, and the product is antilinear in its first argument.

Normalisation is the hypothesis `‖u 0‖ ^ 2 + ‖u 1‖ ^ 2 = 1`. It is spelled out in components because the norm that Mathlib attaches to functions on `Fin 2` is the larger of the two moduli, not the Hilbert-space norm.

The Bloch vector n of a unit spinor u has as components the expectation values of the three Pauli matrices. Its components are numbered 0, 1, 2 for x, y, z, and no factor ħ/2 is included. The definition `blochVector` takes a real part, which loses nothing because the Pauli matrices are Hermitian. It is defined for every spinor and does not divide by the squared norm of u, so for a nonzero spinor its values are the expectation values multiplied by that squared norm. The Bloch vector of v is called n'.

For N spins that are all in the state u, consider the product basis states in which k particular spins are down. Each has the amplitude u₀^(N−k) u₁^k, and there are (N choose k) of them. Their normalised symmetric sum therefore carries the amplitude

c_k(u) = √(N choose k) u₀^(N−k) u₁^k, k = 0, …, N.

These N + 1 numbers are the components of `coherentState N u`, the vector written |u,N⟩ below. The file takes them as the definition. It does not construct the N-fold tensor product or the rotation operators on it, so the counting argument just given is the physical reason for the definition and not a step of the proof.

The main theorem, `coherentState_overlap`, says that for every natural number N and all unit spinors u and v,

|⟨u,N|v,N⟩|² = ((1 + n·n')/2)^N.

The case N = 0 is included: each coherent vector then has the single component 1, and both sides equal 1.

In quantum mechanics the left-hand side is the probability that a system prepared in |v,N⟩ is found in |u,N⟩, here for N uncorrelated spins that share one pure state. Mixed states, correlated spins and spins pointing in different directions are not covered. The formula also gives only the modulus of the overlap, while its phase depends on the phases chosen for u and v.

## The binomial theorem turns N spins into one

Insert the components into the inner product. The two square roots multiply to the binomial coefficient, and the amplitudes combine in pairs:

⟨u,N|v,N⟩ = Σ_k (N choose k) (ū₀v₀)^(N−k) (ū₁v₁)^k.

The sum runs over k = 0, …, N and is the binomial expansion of a power, so

⟨u,N|v,N⟩ = (ū₀v₀ + ū₁v₁)^N = ⟨u|v⟩^N.

No normalisation has been used. With v = u the same identity shows that a unit spinor gives a coherent vector of norm one.

In Lean this is `coherentState_inner`. The auxiliary equation `h` writes ⟨u|v⟩ with the component-1 term first, so that `add_pow` attaches the exponent k to ū₁v₁, as in the definition of the coherent vector. The binomial sum is then reindexed to run over `Fin (N + 1)`, and `Finset.sum_congr` reduces the claim to a comparison of single terms. There `hs` says that the square root of the binomial coefficient times itself is the coefficient, and `ring` collects the powers.

## The overlap of two single spins

It remains to express |⟨u|v⟩|² through the Bloch vectors. Put z = ū₀u₁ and w = v̄₀v₁. Multiplying out the Pauli matrices gives

n₀ = z + z̄ = 2 Re z,

n₁ = −i(z − z̄) = 2 Im z,

n₂ = |u₀|² − |u₁|²,

and the components of n' follow in the same way from v and w. This is `blochVector_components`, proved by unfolding the matrices and simplifying.

The squared modulus of the sum ū₀v₀ + ū₁v₁ consists of two squares and a cross term:

|⟨u|v⟩|² = |u₀|²|v₀|² + |u₁|²|v₁|² + 2 Re(z̄w).

The scalar product of the Bloch vectors contains the same cross term, because Re z Re w + Im z Im w = Re(z̄w):

n·n' = 4 Re(z̄w) + (|u₀|² − |u₁|²)(|v₀|² − |v₁|²).

Now add the product of the squared norms, (|u₀|² + |u₁|²)(|v₀|² + |v₁|²). The mixed products |u₀|²|v₁|² and |u₁|²|v₀|² cancel and the others double, which leaves

(|u₀|² + |u₁|²)(|v₀|² + |v₁|²) + n·n' = 2|u₀|²|v₀|² + 2|u₁|²|v₁|² + 4 Re(z̄w) = 2|⟨u|v⟩|².

Half of this equation is `spinor_overlap`, which holds for arbitrary spinors. The Lean proof takes a more direct route to the same cancellation: `simp only` replaces every complex number by its real and imaginary parts, and `ring` checks the resulting polynomial identity in eight real variables.

For unit spinors the product of the squared norms is 1, so |⟨u|v⟩|² = (1 + n·n')/2. Raising this to the power N and using the binomial result gives

|⟨u,N|v,N⟩|² = |⟨u|v⟩^N|² = (|⟨u|v⟩|²)^N = ((1 + n·n')/2)^N.

The proof of `coherentState_overlap` is this chain written as rewrites. `norm_pow` takes the modulus inside the power, `pow_right_comm` exchanges the exponents N and 2, and `hu` and `hv` insert the normalisation.

## Opposite, equal and distinct directions

The consequences rest on the fact that Bloch vectors of unit spinors have unit length. From the components,

n·n = 4|z|² + (|u₀|² − |u₁|²)² = (|u₀|² + |u₁|²)² = 1,

since |z|² = |u₀|²|u₁|². This is `blochVector_unit`, whose auxiliary statement `h` equates n·n with (|u₀|² + |u₁|²)².

Two real unit vectors a and b satisfy

|a − b|² = 2 − 2 a·b.

Hence a·b = 1 makes the difference vanish, and conversely equal unit vectors have scalar product 1. The lemma `unit_dot_eq_one_iff` records this equivalence for three components, and it turns conditions on n·n' into conditions on the vectors themselves.

**Orthogonality.** Let N ≥ 1, which the file writes as `N ≠ 0`. The overlap vanishes exactly when ((1 + n·n')/2)^N = 0, that is, when n·n' = −1. This is the same as n'·(−n) = 1, and since −n is also a unit vector, it means n' = −n. The theorem `coherentState_orthogonal_iff` applies the lemma to n' and −n in this way; the auxiliary statement `hneg` in its proof supplies the unit length of −n. Adding more spins thus never makes the coherent states of two non-antipodal directions exactly orthogonal at any finite N. For N = 0 the overlap is always 1, even for opposite directions, which is why that case is excluded.

**Overlap one.** Again let N ≥ 1, and write p = (1 + n·n')/2. This number is not negative, because it equals |⟨u|v⟩|². For a non-negative p, p^N = 1 holds exactly when p = 1, hence when n·n' = 1 and n = n'. The sign matters for even N, where −1 would also have N-th power 1. In the proof of `coherentState_overlap_eq_one_iff` the auxiliary statement `hb` obtains p ≥ 0 from `spinor_overlap`, and `pow_eq_one_iff_of_nonneg` removes the power. The conclusion concerns Bloch vectors and not spinors: multiplying v by a phase factor changes neither n' nor the squared overlap.

**Many spins.** Suppose n ≠ n', and keep both spinors fixed while N grows. From |n − n'|² ≥ 0 it follows that n·n' ≤ 1, and equality is ruled out because it would force n = n'. Therefore 0 ≤ p < 1, and the squared overlap p^N is a geometric sequence that tends to zero. This is `coherentState_overlap_tendsto_zero`. Its bound `hle` is found by `nlinarith` from the squares of the three component differences, `hlt` makes it strict, and the last line is the standard limit of a geometric sequence. In Lean the limit is expressed by `Tendsto … atTop (𝓝 0)`, with N running through the natural numbers.

Two different fixed directions, however close, can thus be told apart with an error probability that tends to zero as the number of identically prepared spins increases. The theorem makes no claim about directions that approach each other while N grows.
